# In a Hartree model on finitely many sites with positive semidefinite interaction, the Harris-Foulkes functional is concave and its maximum is the minimum total energy

After one diagonalisation in a self-consistent-field (SCF) run, I can evaluate the Harris-Foulkes functional at the input density and the total energy at the output density matrix, and read the gap between them as an error bar on the converged energy. That is legitimate if the first number never lies above the converged energy and the second never below it.

My model has a one-body matrix $H_0$ and a symmetric positive semidefinite matrix $K$ coupling site densities. A density matrix $D$ is real symmetric with $0\le D\le 1$ and trace $N$; its density is $\rho=\operatorname{diag}D$. For a trial density $n$, write

$$E(D)=\operatorname{Tr}(H_0D)+\tfrac12\langle\rho,K\rho\rangle,\qquad B_n(D)=\operatorname{Tr}\big((H_0+\operatorname{diag}(Kn))D\big),$$

$$H(n)=\inf_D B_n(D)-\tfrac12\langle n,Kn\rangle .$$

I believe that $H$ is concave, that $H(n)\le E(D)$ always, and that the two meet at self-consistency, where $\max H=\min E$. Can this be made rigorous and checked by machine?

## The gap is at least the interaction energy of the density error

Yes, provided that at least one admissible $D$ exists.

**The bound.** Since $\operatorname{Tr}(\operatorname{diag}(Kn)D)=\langle\rho,Kn\rangle$, the band energy is $B_n(D)=\operatorname{Tr}(H_0D)+\langle\rho,Kn\rangle$. The symmetry of $K$ then gives

$$E(D)-\Big[B_n(D)-\tfrac12\langle n,Kn\rangle\Big]=\tfrac12\langle\rho-n,K(\rho-n)\rangle\ge 0 .$$

The infimum in $H(n)$ is at most $B_n(D)$, so $H(n)\le E(D)$. If $D$ minimises $B_n$, as the output density matrix does when the lowest levels are filled first, without thermal smearing, the gap $E(D)-H(n)$ is exactly the right-hand side above.

**Concavity.** Let $0\le a\le1$ and $m=ax+(1-a)y$. For fixed $D$ the band energy is affine in the trial density, so

$$B_m(D)=aB_x(D)+(1-a)B_y(D)\ge a\inf B_x+(1-a)\inf B_y ,$$

and taking the infimum over $D$ shows that $\inf B_m$ obeys the same bound. The double-counting term is convex, because

$$a\langle x,Kx\rangle+(1-a)\langle y,Ky\rangle-\langle m,Km\rangle=a(1-a)\langle x-y,K(x-y)\rangle\ge0 .$$

Subtracting half of a convex function from a concave one leaves $H$ concave.

**Self-consistency.** Call $D$ self-consistent if it minimises $B_\rho$ for its own density $\rho$. Then

$$H(\rho)=\operatorname{Tr}(H_0D)+\langle\rho,K\rho\rangle-\tfrac12\langle\rho,K\rho\rangle=E(D).$$

By the bound, $H(n)\le E(D)=H(\rho)\le E(D')$ for every $n$ and every admissible $D'$. The common value is therefore both $\max H$ and $\min E$.

**Minimisers are self-consistent.** Let $D$ minimise $E$ and let $D'$ be admissible with density $\rho'$. Put $d=B_\rho(D)-B_\rho(D')$ and $q=\langle\rho'-\rho,K(\rho'-\rho)\rangle\ge0$. For $0\le t\le1$ the mixture is admissible, and expanding gives exactly

$$E((1-t)D+tD')=E(D)-td+\tfrac12t^2q .$$

If $d>0$, choose $t=d/(d+q)$, which lies in $(0,1]$. Then $tq=d-td\le d$, so the energy changes by at most $-td/2<0$, a contradiction. Hence $d\le0$ for every $D'$.

**Existence.** Test vectors $e_i$ give $D_{ii}\le1$, and $e_i\pm e_j$ give $D_{ii}+D_{jj}\pm2D_{ij}\ge0$, so $|D_{ij}|\le1$. The admissible set is bounded and closed, hence compact, and the continuous function $E$ attains its minimum on it if it is nonempty. For $0\le N\le M$ in a basis of size $M\ge1$, the matrix $(N/M)\,1$ is admissible.

## What the Lean definitions say about the model

The finite type `ι` labels an orthonormal basis of sites. Only the diagonal of $D$ enters the interaction; in a general orbital basis the charge density also depends on the off-diagonal elements, a case not covered here. `densityMatrices N` expresses $0\le D\le1$ through the quadratic forms $0\le\langle x,Dx\rangle\le\langle x,x\rangle$. Each basis state holds at most one electron, fractional occupations are allowed, and `N` is any real number. `bandEnergy`, `totalEnergy` and `harris` are $B_n(D)$, $E(D)$ and $H(n)$, with `sInf` as the infimum. `SelfConsistent` is the condition that $D$ minimises the band energy in its own potential.

The hypotheses `hK` and `hpos` say that $K$ is symmetric and positive semidefinite. Physically, no change of density has a negative interaction energy with itself, as for the Hartree energy of Coulomb repulsion between smooth charge distributions. This is assumed of $K$. The model has no exchange or correlation term, so the bounds are not proved here for Hartree-Fock, or for Kohn-Sham calculations that include such a term. `H0` may be any real matrix; a physical one is symmetric.

The trial density `n` is any real vector, with no sign or normalisation condition, and the maximum of $H$ runs over all such vectors. For symmetric $H_0$ and integer $N$ between $0$ and the basis size, the infimum is the familiar sum of the $N$ lowest eigenvalues of $H_0+\operatorname{diag}(Kn)$, an identification the file neither uses nor proves. The theorems concern energies and the existence of a self-consistent solution; they do not address whether an SCF iteration converges to one.

```lean
import Mathlib

open Matrix

namespace HarrisFoulkes

noncomputable section

variable {ι : Type*} [Fintype ι] [DecidableEq ι]

/-- Admissible one-particle density matrices: real symmetric `D` with `0 ≤ D ≤ 1` and trace `N`. -/
def densityMatrices (N : ℝ) : Set (Matrix ι ι ℝ) :=
  {D | D.IsSymm ∧ (∀ x : ι → ℝ, 0 ≤ x ⬝ᵥ D *ᵥ x) ∧
    (∀ x : ι → ℝ, x ⬝ᵥ D *ᵥ x ≤ x ⬝ᵥ x) ∧ D.trace = N}

/-- Band energy of `D` in the effective Hamiltonian built from the trial density `n`. -/
def bandEnergy (H0 K : Matrix ι ι ℝ) (n : ι → ℝ) (D : Matrix ι ι ℝ) : ℝ :=
  ((H0 + diagonal (K *ᵥ n)) * D).trace

/-- Total energy: one-body energy plus the interaction energy of the density `diag D`. -/
def totalEnergy (H0 K D : Matrix ι ι ℝ) : ℝ :=
  (H0 * D).trace + (D.diag ⬝ᵥ K *ᵥ D.diag) / 2

/-- Harris-Foulkes functional: lowest band energy for the trial density `n`, minus the
double-counting term. -/
def harris (H0 K : Matrix ι ι ℝ) (N : ℝ) (n : ι → ℝ) : ℝ :=
  sInf (bandEnergy H0 K n '' densityMatrices N) - (n ⬝ᵥ K *ᵥ n) / 2

/-- `D` is self-consistent if it minimises the band energy in the potential of its own density. -/
def SelfConsistent (H0 K : Matrix ι ι ℝ) (N : ℝ) (D : Matrix ι ι ℝ) : Prop :=
  D ∈ densityMatrices N ∧
    ∀ D' ∈ densityMatrices N, bandEnergy H0 K D.diag D ≤ bandEnergy H0 K D.diag D'

/-- The band energy is the one-body energy plus the density paired with the potential `K n`. -/
theorem bandEnergy_eq (H0 K : Matrix ι ι ℝ) (n : ι → ℝ) (D : Matrix ι ι ℝ) :
    bandEnergy H0 K n D = (H0 * D).trace + D.diag ⬝ᵥ K *ᵥ n := by
  unfold bandEnergy
  rw [Matrix.add_mul, Matrix.trace_add]
  congr 1
  simp only [Matrix.trace, Matrix.diag_apply, Matrix.diagonal_mul, dotProduct]
  exact Finset.sum_congr rfl fun i _ => mul_comm _ _

omit [DecidableEq ι] in
private theorem form_symm {K : Matrix ι ι ℝ} (hK : K.IsSymm) (x y : ι → ℝ) :
    x ⬝ᵥ K *ᵥ y = y ⬝ᵥ K *ᵥ x := by
  rw [Matrix.dotProduct_mulVec x K y, ← Matrix.mulVec_transpose, hK.eq]
  exact dotProduct_comm _ _

/-- In a nonempty basis, for `0 ≤ N ≤ dim` there is an admissible density matrix. -/
theorem densityMatrices_nonempty [Nonempty ι] {N : ℝ} (h0 : 0 ≤ N)
    (h1 : N ≤ Fintype.card ι) : (densityMatrices N : Set (Matrix ι ι ℝ)).Nonempty := by
  have hc : (0 : ℝ) < Fintype.card ι := by exact_mod_cast Fintype.card_pos
  have hx : ∀ x : ι → ℝ, 0 ≤ x ⬝ᵥ x := fun x =>
    Finset.sum_nonneg fun i _ => mul_self_nonneg (x i)
  have hf : ∀ x : ι → ℝ, x ⬝ᵥ ((N / Fintype.card ι) • (1 : Matrix ι ι ℝ)) *ᵥ x
      = N / Fintype.card ι * (x ⬝ᵥ x) := fun x => by
    rw [Matrix.smul_mulVec, Matrix.one_mulVec, dotProduct_smul, smul_eq_mul]
  -- spread the electrons evenly over the basis
  refine ⟨(N / Fintype.card ι) • (1 : Matrix ι ι ℝ), ?_, fun x => ?_, fun x => ?_, ?_⟩
  · exact Matrix.isSymm_one.smul _
  · rw [hf]
    exact mul_nonneg (div_nonneg h0 hc.le) (hx x)
  · rw [hf]
    exact mul_le_of_le_one_left (hx x) ((div_le_one hc).2 h1)
  · rw [Matrix.trace_smul, Matrix.trace_one, smul_eq_mul, div_mul_cancel₀ _ hc.ne']

/-- The set of admissible density matrices is compact. -/
theorem isCompact_densityMatrices (N : ℝ) :
    IsCompact (densityMatrices N : Set (Matrix ι ι ℝ)) := by
  have hbox : IsCompact {D : Matrix ι ι ℝ | ∀ i j, D i j ∈ Set.Icc (-1 : ℝ) 1} := by
    have h : IsCompact (Set.pi Set.univ fun _ : ι => Set.pi Set.univ fun _ : ι =>
        Set.Icc (-1 : ℝ) 1) :=
      isCompact_univ_pi fun _ => isCompact_univ_pi fun _ => isCompact_Icc
    have e : {D : ι → ι → ℝ | ∀ i j, D i j ∈ Set.Icc (-1 : ℝ) 1} =
        Set.pi Set.univ fun _ : ι => Set.pi Set.univ fun _ : ι => Set.Icc (-1 : ℝ) 1 :=
      Set.ext fun D => ⟨fun h i _ j _ => h i j, fun h i j => h i trivial j trivial⟩
    rw [← e] at h
    exact h
  have hc : ∀ x : ι → ℝ, Continuous fun D : Matrix ι ι ℝ => x ⬝ᵥ D *ᵥ x := fun x => by
    change Continuous fun D : Matrix ι ι ℝ => ∑ i, x i * ∑ j, D i j * x j
    exact continuous_finsetSum _ fun i _ => continuous_const.mul
      (continuous_finsetSum _ fun j _ => (continuous_id.matrix_elem i j).mul continuous_const)
  have h1 : IsClosed {D : Matrix ι ι ℝ | Dᵀ = D} :=
    isClosed_eq continuous_id.matrix_transpose continuous_id
  have h2 : IsClosed {D : Matrix ι ι ℝ | ∀ x : ι → ℝ, 0 ≤ x ⬝ᵥ D *ᵥ x} := by
    rw [Set.ofPred_forall]
    exact isClosed_iInter fun x => isClosed_le continuous_const (hc x)
  have h3 : IsClosed {D : Matrix ι ι ℝ | ∀ x : ι → ℝ, x ⬝ᵥ D *ᵥ x ≤ x ⬝ᵥ x} := by
    rw [Set.ofPred_forall]
    exact isClosed_iInter fun x => isClosed_le (hc x) continuous_const
  have h4 : IsClosed {D : Matrix ι ι ℝ | D.trace = N} :=
    isClosed_eq continuous_id.matrix_trace continuous_const
  refine hbox.of_isClosed_subset (h1.inter (h2.inter (h3.inter h4))) ?_
  -- test vectors e_i and e_i ± e_j bound every entry
  rintro D ⟨hs, hp, hu, -⟩ i j
  have e : ∀ k l, (Pi.single k 1 : ι → ℝ) ⬝ᵥ D *ᵥ (Pi.single l 1 : ι → ℝ) = D k l :=
    fun k l => by simp
  have u : ∀ k, D k k ≤ 1 := fun k => by
    have h := hu (Pi.single k 1)
    rw [e] at h
    simpa using h
  have hadd := hp (Pi.single i 1 + Pi.single j 1)
  have hsub := hp (Pi.single i 1 - Pi.single j 1)
  simp only [Matrix.mulVec_add, add_dotProduct, dotProduct_add, e] at hadd
  simp only [Matrix.mulVec_sub, sub_dotProduct, dotProduct_sub, e] at hsub
  have hij := hs.apply i j
  constructor <;> linarith [u i, u j]

private theorem bdd (H0 K : Matrix ι ι ℝ) (N : ℝ) (n : ι → ℝ) :
    BddBelow (bandEnergy H0 K n '' densityMatrices N) :=
  (isCompact_densityMatrices N).bddBelow_image
    (continuous_const.matrix_mul continuous_id).matrix_trace.continuousOn

/-- For symmetric positive semidefinite `K`, the Harris-Foulkes value at any trial density is at
most the total energy of any admissible density matrix. -/
theorem harris_le_totalEnergy (H0 : Matrix ι ι ℝ) {K : Matrix ι ι ℝ} (hK : K.IsSymm)
    (hpos : ∀ x : ι → ℝ, 0 ≤ x ⬝ᵥ K *ᵥ x) {N : ℝ} (n : ι → ℝ) {D : Matrix ι ι ℝ}
    (hD : D ∈ densityMatrices N) : harris H0 K N n ≤ totalEnergy H0 K D := by
  have h1 := csInf_le (bdd H0 K N n) (Set.mem_image_of_mem (bandEnergy H0 K n) hD)
  rw [bandEnergy_eq] at h1
  -- the quadratic form of `K` is nonnegative on the density error
  have h2 := hpos (D.diag - n)
  simp only [Matrix.mulVec_sub, sub_dotProduct, dotProduct_sub] at h2
  have h3 := form_symm hK n D.diag
  unfold harris totalEnergy
  linarith

/-- If the quadratic form of `K` is nonnegative and an admissible density matrix exists, the
Harris-Foulkes functional is concave in the trial density. -/
theorem harris_concave (H0 : Matrix ι ι ℝ) {K : Matrix ι ι ℝ}
    (hpos : ∀ x : ι → ℝ, 0 ≤ x ⬝ᵥ K *ᵥ x) {N : ℝ}
    (hne : (densityMatrices N : Set (Matrix ι ι ℝ)).Nonempty) :
    ConcaveOn ℝ Set.univ (harris H0 K N) := by
  refine ⟨convex_univ, fun x _ y _ a b ha hb hab => ?_⟩
  obtain rfl : b = 1 - a := by linarith
  -- the lowest band energy is an infimum of affine functions
  have h : a * sInf (bandEnergy H0 K x '' densityMatrices N)
      + (1 - a) * sInf (bandEnergy H0 K y '' densityMatrices N)
      ≤ sInf (bandEnergy H0 K (a • x + (1 - a) • y) '' densityMatrices N) := by
    refine le_csInf (hne.image _) ?_
    rintro _ ⟨D, hD, rfl⟩
    have hx := mul_le_mul_of_nonneg_left
      (csInf_le (bdd H0 K N x) (Set.mem_image_of_mem (bandEnergy H0 K x) hD)) ha
    have hy := mul_le_mul_of_nonneg_left
      (csInf_le (bdd H0 K N y) (Set.mem_image_of_mem (bandEnergy H0 K y) hD)) hb
    rw [bandEnergy_eq] at hx hy ⊢
    simp only [Matrix.mulVec_add, Matrix.mulVec_smul, dotProduct_add, dotProduct_smul,
      smul_eq_mul]
    linarith
  -- the double-counting term is a convex quadratic
  have hq := mul_nonneg (mul_nonneg ha hb) (hpos (x - y))
  simp only [Matrix.mulVec_sub, sub_dotProduct, dotProduct_sub] at hq
  simp only [harris, Matrix.mulVec_add, Matrix.mulVec_smul, dotProduct_add, add_dotProduct,
    dotProduct_smul, smul_dotProduct, smul_eq_mul] at h ⊢
  nlinarith

/-- Let `K` be symmetric positive semidefinite. At a self-consistent density matrix the
Harris-Foulkes functional, taken at its density, equals the total energy, and this common value is
both the maximum of the functional and the minimum of the energy. -/
theorem harris_max_eq_energy_min (H0 : Matrix ι ι ℝ) {K : Matrix ι ι ℝ} (hK : K.IsSymm)
    (hpos : ∀ x : ι → ℝ, 0 ≤ x ⬝ᵥ K *ᵥ x) {N : ℝ} {D : Matrix ι ι ℝ}
    (h : SelfConsistent H0 K N D) :
    harris H0 K N D.diag = totalEnergy H0 K D ∧
      IsGreatest (Set.range (harris H0 K N)) (totalEnergy H0 K D) ∧
      IsLeast (totalEnergy H0 K '' densityMatrices N) (totalEnergy H0 K D) := by
  have hl : IsLeast (bandEnergy H0 K D.diag '' densityMatrices N)
      (bandEnergy H0 K D.diag D) :=
    ⟨Set.mem_image_of_mem _ h.1, by rintro _ ⟨D', h', rfl⟩; exact h.2 D' h'⟩
  have he : harris H0 K N D.diag = totalEnergy H0 K D := by
    unfold harris totalEnergy
    rw [hl.csInf_eq, bandEnergy_eq]
    ring
  refine ⟨he, ⟨⟨_, he⟩, ?_⟩, ⟨Set.mem_image_of_mem _ h.1, ?_⟩⟩
  · rintro _ ⟨n, rfl⟩
    exact harris_le_totalEnergy H0 hK hpos n h.1
  · rintro _ ⟨D', h', rfl⟩
    rw [← he]
    exact harris_le_totalEnergy H0 hK hpos _ h'

omit [DecidableEq ι] in
private theorem mix_mem {N t : ℝ} (h0 : 0 ≤ t) (h1 : t ≤ 1) {D D' : Matrix ι ι ℝ}
    (hD : D ∈ densityMatrices N) (hD' : D' ∈ densityMatrices N) :
    (1 - t) • D + t • D' ∈ densityMatrices N := by
  obtain ⟨s, p, u, r⟩ := hD
  obtain ⟨s', p', u', r'⟩ := hD'
  have h2 : 0 ≤ 1 - t := by linarith
  refine ⟨(s.smul _).add (s'.smul _), fun x => ?_, fun x => ?_, ?_⟩
  · simp only [Matrix.add_mulVec, Matrix.smul_mulVec, dotProduct_add, dotProduct_smul,
      smul_eq_mul]
    exact add_nonneg (mul_nonneg h2 (p x)) (mul_nonneg h0 (p' x))
  · simp only [Matrix.add_mulVec, Matrix.smul_mulVec, dotProduct_add, dotProduct_smul,
      smul_eq_mul]
    linarith [mul_le_mul_of_nonneg_left (u x) h2, mul_le_mul_of_nonneg_left (u' x) h0]
  · rw [Matrix.trace_add, Matrix.trace_smul, Matrix.trace_smul, r, r', smul_eq_mul, smul_eq_mul]
    ring

/-- For symmetric positive semidefinite `K`, a density matrix is self-consistent exactly when it
minimises the total energy over the admissible set. -/
theorem selfConsistent_iff (H0 : Matrix ι ι ℝ) {K : Matrix ι ι ℝ} (hK : K.IsSymm)
    (hpos : ∀ x : ι → ℝ, 0 ≤ x ⬝ᵥ K *ᵥ x) {N : ℝ} {D : Matrix ι ι ℝ} :
    SelfConsistent H0 K N D ↔ D ∈ densityMatrices N ∧
      ∀ D' ∈ densityMatrices N, totalEnergy H0 K D ≤ totalEnergy H0 K D' := by
  refine ⟨fun h => ⟨h.1, fun D' h' =>
    (harris_max_eq_energy_min H0 hK hpos h).2.2.2 (Set.mem_image_of_mem _ h')⟩, ?_⟩
  rintro ⟨hD, hmin⟩
  refine ⟨hD, fun D' hD' => ?_⟩
  by_contra hlt
  have hd : 0 < bandEnergy H0 K D.diag D - bandEnergy H0 K D.diag D' := by
    linarith [not_le.1 hlt]
  have hq := hpos (D'.diag - D.diag)
  -- exact second-order expansion of the energy along the mixing line
  have hexp : ∀ t : ℝ, totalEnergy H0 K ((1 - t) • D + t • D') = totalEnergy H0 K D
      - t * (bandEnergy H0 K D.diag D - bandEnergy H0 K D.diag D')
      + t ^ 2 / 2 * ((D'.diag - D.diag) ⬝ᵥ K *ᵥ (D'.diag - D.diag)) := fun t => by
    simp only [totalEnergy, bandEnergy_eq, Matrix.mul_add, Matrix.mul_smul, Matrix.trace_add,
      Matrix.trace_smul, Matrix.diag_add, Matrix.diag_smul, Matrix.mulVec_add,
      Matrix.mulVec_smul, Matrix.mulVec_sub, dotProduct_add, add_dotProduct, dotProduct_sub,
      sub_dotProduct, dotProduct_smul, smul_dotProduct, smul_eq_mul]
    linear_combination t / 2 * form_symm hK D.diag D'.diag
  generalize bandEnergy H0 K D.diag D - bandEnergy H0 K D.diag D' = d at hd hexp
  generalize (D'.diag - D.diag) ⬝ᵥ K *ᵥ (D'.diag - D.diag) = q at hq hexp
  -- a short enough mixing step would lower the energy
  have hs : 0 < d + q := by linarith
  have ht : 0 < d / (d + q) := div_pos hd hs
  have ht1 : d / (d + q) ≤ 1 := (div_le_one hs).2 (by linarith)
  have hm := hmin _ (mix_mem ht.le ht1 hD hD')
  rw [hexp] at hm
  have hts : d / (d + q) * (d + q) = d := div_mul_cancel₀ _ hs.ne'
  generalize d / (d + q) = t at ht ht1 hm hts
  have htq : t * q ≤ d := by nlinarith [mul_pos ht hd]
  nlinarith [mul_le_mul_of_nonneg_left htq ht.le, mul_pos ht hd]

/-- For symmetric positive semidefinite `K`, if there is an admissible density matrix, there is a
self-consistent one. -/
theorem exists_selfConsistent (H0 : Matrix ι ι ℝ) {K : Matrix ι ι ℝ} (hK : K.IsSymm)
    (hpos : ∀ x : ι → ℝ, 0 ≤ x ⬝ᵥ K *ᵥ x) {N : ℝ}
    (hne : (densityMatrices N : Set (Matrix ι ι ℝ)).Nonempty) :
    ∃ D, SelfConsistent H0 K N D := by
  have hc : Continuous (totalEnergy H0 K) := by
    have h1 : Continuous fun D : Matrix ι ι ℝ => (H0 * D).trace :=
      (continuous_const.matrix_mul continuous_id).matrix_trace
    have h2 : Continuous fun D : Matrix ι ι ℝ => ∑ i, D i i * ∑ j, K i j * D j j :=
      continuous_finsetSum _ fun i _ => (continuous_id.matrix_elem i i).mul
        (continuous_finsetSum _ fun j _ => continuous_const.mul (continuous_id.matrix_elem j j))
    exact h1.add (h2.div_const 2)
  obtain ⟨D, hD, hmin⟩ :=
    (isCompact_densityMatrices N).exists_isMinOn hne hc.continuousOn
  exact ⟨D, (selfConsistent_iff H0 hK hpos).2 ⟨hD, isMinOn_iff.1 hmin⟩⟩

end

end HarrisFoulkes
```

```lean
#print axioms HarrisFoulkes.densityMatrices_nonempty
#print axioms HarrisFoulkes.harris_concave
#print axioms HarrisFoulkes.harris_max_eq_energy_min
#print axioms HarrisFoulkes.exists_selfConsistent
```

```
'HarrisFoulkes.densityMatrices_nonempty' depends on axioms: [propext, Classical.choice, Quot.sound]
'HarrisFoulkes.harris_concave' depends on axioms: [propext, Classical.choice, Quot.sound]
'HarrisFoulkes.harris_max_eq_energy_min' depends on axioms: [propext, Classical.choice, Quot.sound]
'HarrisFoulkes.exists_selfConsistent' depends on axioms: [propext, Classical.choice, Quot.sound]
```

## How the proof follows the algebra

`bandEnergy_eq` splits the band energy into its one-body part and $\langle\rho,Kn\rangle$, and `form_symm` is $\langle x,Ky\rangle=\langle y,Kx\rangle$. `densityMatrices_nonempty` supplies the evenly spread density matrix.

`isCompact_densityMatrices` places the admissible set inside the compact box of matrices with entries in $[-1,1]$, using the test vectors above, and shows that each defining condition is closed. From this, `bdd` obtains a lower bound on the band energies, which is needed to use `sInf` as a true infimum.

In `harris_le_totalEnergy`, `h1` says that the infimum is at most $B_n(D)$, `h2` is positivity for $\rho-n$, and `linarith` combines them with symmetry. In `harris_concave`, `h` is the inequality for the infima and `hq` is the nonnegative term $a(1-a)\langle x-y,K(x-y)\rangle$; `nlinarith` joins the two.

`harris_max_eq_energy_min` first shows that the infimum is attained at the self-consistent $D$, which gives the equality `he`. Its `IsGreatest` and `IsLeast` parts each state that the value is attained and that it is a bound; both bounds come from `harris_le_totalEnergy`.

For the converse, `mix_mem` shows that mixtures of admissible matrices are admissible. In `selfConsistent_iff`, `hexp` is the exact quadratic expansion, and the step $t=d/(d+q)$ produces the contradiction. `exists_selfConsistent` takes a minimiser of $E$ from compactness and applies this equivalence.

For your error bar, this means that in this Hartree model on finitely many sites with positive semidefinite $K$, any $H(n)$ and any $E(D)$ bracket the self-consistent energy, so their gap bounds the error of either one.
